# The overlap coupling of two orthogonal, differentiable states tends to their derivative coupling

An electronic state that changes along a nuclear trajectory is modelled here as a curve $t\mapsto u(t)$ in one fixed complex inner-product space $E$. The nuclei don't appear: their motion enters only through the time dependence of the state. The curve has a derivative at the time of interest, $t_0$, and nothing is assumed about its derivatives elsewhere. For eigenstates this assumption includes a choice of phase. A normalised eigenvector of a non-degenerate level is determined only up to a phase factor, and a program that diagonalises a Hamiltonian afresh at each time step may return vectors whose signs jump. The phases of the curves below are taken to have been made consistent already.

Let $u$ and $w$ be two such curves, with derivatives $u'$ and $w'$ at $t_0$. The inner product $\langle\cdot,\cdot\rangle$ is conjugate-linear in its first argument. The overlap coupling over a step from $t$ to $t+h$, with $h\neq 0$, is

$$
D_{uw}(t,h)=\frac{\langle u(t),w(t+h)\rangle-\langle u(t+h),w(t)\rangle}{2h}.
$$

If $u$ and $w$ are orthogonal at all times near $t_0$, then for every fixed real number $c$

$$
\lim_{h\to0} D_{uw}(t_0-ch,\,h)=\langle u(t_0),w'\rangle .
$$

The number $c$ fixes the position of $t_0$ relative to the step, and $t_0$ lies within the step when $0\le c\le1$. For $c=0$ the step starts at $t_0$, and for $c=\tfrac12$ it has $t_0$ at its midpoint.

The derivative coupling here is the number $\langle u(t_0),w'\rangle$, with the derivative taken in time; it is not the vector of couplings with respect to the nuclear positions. When $u$ and $w$ are normalised adiabatic states, this number is the coupling that transfers amplitude between them in surface-hopping simulations. For two such states given as differentiable, orthogonal curves, the result says that overlaps between successive time steps recover this coupling as the step shrinks, without differentiating a wavefunction.

## Differentiating the overlaps by hand

A step starting at $t_0-ch$ ends at $t_0+(1-c)h$. Call the numerator of the coupling

$$
N(h)=\langle u(t_0-ch),w(t_0+(1-c)h)\rangle-\langle u(t_0+(1-c)h),w(t_0-ch)\rangle .
$$

At $h=0$ both terms equal $\langle u(t_0),w(t_0)\rangle$, so $N(0)=0$. By the chain rule, $u(t_0+ah)$ has the derivative $a\,u'$ with respect to $h$ at $h=0$, and likewise for $w$. The product rule then gives, with $u$ and $w$ taken at $t_0$,

$$
\begin{aligned}
N'(0)&=(1-c)\langle u,w'\rangle-c\,\langle u',w\rangle-\bigl[-c\,\langle u,w'\rangle+(1-c)\langle u',w\rangle\bigr]\\
&=\langle u,w'\rangle-\langle u',w\rangle .
\end{aligned}
$$

The offset $c$ has dropped out. Since $N(0)=0$, the coupling is half of a difference quotient,

$$
D_{uw}(t_0-ch,h)=\frac12\,\frac{N(h)-N(0)}{h}\;\longrightarrow\;\frac{\langle u,w'\rangle-\langle u',w\rangle}{2}.
$$

Orthogonality has not been used so far. If $\langle u(t),w(t)\rangle=0$ for all $t$ near $t_0$, differentiating this relation at $t_0$ gives

$$
\langle u',w\rangle+\langle u,w'\rangle=0 ,
$$

so $-\langle u',w\rangle=\langle u,w'\rangle$, and the limit becomes $\langle u,w'\rangle$.

The argument also shows how much orthogonality is needed. The general limit equals $\langle u,w'\rangle$ exactly when $\langle u,w'\rangle+\langle u',w\rangle=0$, that is, when the overlap $\langle u(t),w(t)\rangle$ has zero derivative at $t_0$. A constant non-zero overlap would do as well.

## States and coupling in Lean

The space `E` is an arbitrary complex inner-product space. It may have finite or infinite dimension, and it need not be complete.

```lean
import Mathlib

open Filter Topology ComplexConjugate

namespace OverlapCoupling

noncomputable section

variable {E : Type*} [NormedAddCommGroup E] [InnerProductSpace ℂ E]
```

The coupling is a function of two curves, a starting time and a step. `inner ℂ x y` is $\langle x,y\rangle$ with the convention above, and `(h : ℂ)` is the real step regarded as a complex number.

```lean
/-- The Hammes-Schiffer–Tully overlap coupling of the states `u` and `w` over the time step
from `t` to `t + h`. -/
def overlapCoupling (u w : ℝ → E) (t h : ℝ) : ℂ :=
  (inner ℂ (u t) (w (t + h)) - inner ℂ (u (t + h)) (w t)) / (2 * (h : ℂ))
```

Both inner products compare states at different times, so they must be inner products of the states themselves. If the states are expanded in atomic orbitals that move with the nuclei, the overlap matrix between the orbitals at the two times has to be included; the bare coefficient vectors are not enough.

## The limit without orthogonality

The statement `HasDerivAt u u' t0` says that `u` is differentiable at `t0` with derivative `u'`. The first lemma is the chain rule for a state sampled at $t_0+ah$.

```lean
/-- If `u` has the derivative `u'` at `t0`, then `u (t0 + a h)`, as a function of `h`, has the
derivative `a u'` at `h = 0`. -/
theorem hasDerivAt_sampled {u : ℝ → E} {u' : E} {t0 : ℝ} (hu : HasDerivAt u u' t0) (a : ℝ) :
    HasDerivAt (fun h : ℝ => u (t0 + a * h)) ((a : ℂ) • u') 0 := by
  have h1 : HasDerivAt (fun h : ℝ => t0 + a * h) a 0 :=
    (((hasDerivAt_id' (0 : ℝ)).const_mul a).const_add t0).congr_deriv (mul_one a)
  have h2 : HasDerivAt u u' ((fun h : ℝ => t0 + a * h) 0) := by simpa using hu
  exact (h2.scomp (0 : ℝ) h1).congr_deriv (by rw [Complex.coe_smul])
```

The inner function $h\mapsto t_0+ah$ has derivative $a$, and `scomp` composes it with the curve. The factor $a$ is written as a complex scalar so that it can later be taken out of the complex inner product.

The next theorem is the general limit. `Tendsto … (𝓝[≠] 0) (𝓝 L)` says that the function tends to $L$ as $h$ approaches zero through non-zero values, of either sign.

```lean
/-- For any two differentiable states, orthogonal or not, the overlap coupling over a step
starting at `t0 - c h` tends to `(⟨u, w'⟩ - ⟨u', w⟩) / 2`. -/
theorem overlapCoupling_tendsto_antisymmetrized {u w : ℝ → E} {u' w' : E} {t0 : ℝ}
    (hu : HasDerivAt u u' t0) (hw : HasDerivAt w w' t0) (c : ℝ) :
    Tendsto (fun h : ℝ => overlapCoupling u w (t0 - c * h) h) (𝓝[≠] 0)
      (𝓝 ((inner ℂ (u t0) w' - inner ℂ u' (w t0)) / 2)) := by
  have hua := hasDerivAt_sampled hu (-c)
  have hub := hasDerivAt_sampled hu (1 - c)
  have hwa := hasDerivAt_sampled hw (-c)
  have hwb := hasDerivAt_sampled hw (1 - c)
  -- the offset `c` drops out of the derivative of the numerator
  have hN : HasDerivAt (fun h : ℝ =>
      (inner ℂ (u (t0 + -c * h)) (w (t0 + (1 - c) * h)) : ℂ)
        - inner ℂ (u (t0 + (1 - c) * h)) (w (t0 + -c * h)))
      (inner ℂ (u t0) w' - inner ℂ u' (w t0)) 0 := by
    refine ((hua.inner ℂ hwb).fun_sub (hub.inner ℂ hwa)).congr_deriv ?_
    simp only [mul_zero, add_zero, inner_smul_left, inner_smul_right, Complex.conj_ofReal]
    push_cast
    ring
  -- the numerator vanishes at zero step, so the coupling is half its difference quotient
  refine ((hasDerivAt_iff_tendsto_slope_zero.mp hN).div_const 2).congr fun h => ?_
  have e1 : t0 - c * h = t0 + -c * h := by ring
  have e2 : t0 + -c * h + h = t0 + (1 - c) * h := by ring
  simp only [overlapCoupling, e1, e2, zero_add, mul_zero, add_zero, sub_self, sub_zero,
    Complex.real_smul, Complex.ofReal_inv]
  ring
```

The four statements `hua`, `hub`, `hwa` and `hwb` are the derivatives of the two states at the two ends of the step, with $a=-c$ at the start and $a=1-c$ at the end. The statement `hN` is the computation of $N'(0)$: the product rule is applied to each overlap, the real factors come out of the inner products, and `ring` cancels the terms in $c$. After that, `hasDerivAt_iff_tendsto_slope_zero` turns the derivative into the limit of a difference quotient, and `div_const 2` supplies the factor one half. The remaining lines identify this quotient with the coupling, using $N(0)=0$.

## Orthogonality and the derivative coupling

The hypothesis `horth` reads: for all $t$ in some neighbourhood of $t_0$, $\langle u(t),w(t)\rangle=0$. Physically, it holds for two eigenstates of a Hermitian electronic Hamiltonian whose energies stay different near $t_0$. Here it is assumed, and no Hamiltonian occurs. The states need not be normalised.

```lean
/-- If two states stay orthogonal near `t0`, then `⟨u', w⟩ = -⟨u, w'⟩` at `t0`. -/
theorem derivative_coupling_antisymm {u w : ℝ → E} {u' w' : E} {t0 : ℝ}
    (hu : HasDerivAt u u' t0) (hw : HasDerivAt w w' t0)
    (horth : ∀ᶠ t in 𝓝 t0, (inner ℂ (u t) (w t) : ℂ) = 0) :
    (inner ℂ u' (w t0) : ℂ) = -inner ℂ (u t0) w' := by
  have h0 : HasDerivAt (fun t => (inner ℂ (u t) (w t) : ℂ)) 0 t0 :=
    (hasDerivAt_const t0 (0 : ℂ)).congr_of_eventuallyEq horth
  have e := (hu.inner ℂ hw).unique h0
  linear_combination e
```

Near $t_0$ the overlap agrees with the constant function zero, so its derivative there is zero. The product rule gives the same derivative as $\langle u,w'\rangle+\langle u',w\rangle$. Derivatives are unique, so the sum vanishes.

The main theorem inserts this relation into the general limit.

```lean
/-- For differentiable states that are orthogonal near `t0`, the overlap coupling over a step
starting at `t0 - c h` tends to the derivative coupling `⟨u, w'⟩` at `t0`, for every fixed offset
`c`. -/
theorem overlapCoupling_tendsto {u w : ℝ → E} {u' w' : E} {t0 : ℝ}
    (hu : HasDerivAt u u' t0) (hw : HasDerivAt w w' t0)
    (horth : ∀ᶠ t in 𝓝 t0, (inner ℂ (u t) (w t) : ℂ) = 0) (c : ℝ) :
    Tendsto (fun h : ℝ => overlapCoupling u w (t0 - c * h) h) (𝓝[≠] 0)
      (𝓝 (inner ℂ (u t0) w')) := by
  have hlim := overlapCoupling_tendsto_antisymmetrized hu hw c
  have e : ((inner ℂ (u t0) w' : ℂ) - inner ℂ u' (w t0)) / 2 = inner ℂ (u t0) w' := by
    rw [derivative_coupling_antisymm hu hw horth]
    ring
  rwa [e] at hlim
```

The offset `c` is fixed while `h` tends to zero, so the whole step contracts onto $t_0$. The theorem gives the limit and no estimate of the error at a given step.

With $c=0$ and the definition unfolded, the statement reads as follows.

```lean
/-- For differentiable states that are orthogonal near `t0`, the overlap coupling over the step from
`t0` to `t0 + h`, written out, tends to `⟨u, w'⟩` at `t0` as `h` tends to zero. -/
theorem forward_overlap_tendsto {u w : ℝ → E} {u' w' : E} {t0 : ℝ}
    (hu : HasDerivAt u u' t0) (hw : HasDerivAt w w' t0)
    (horth : ∀ᶠ t in 𝓝 t0, (inner ℂ (u t) (w t) : ℂ) = 0) :
    Tendsto (fun h : ℝ =>
      ((inner ℂ (u t0) (w (t0 + h)) : ℂ) - inner ℂ (u (t0 + h)) (w t0)) / (2 * (h : ℂ)))
      (𝓝[≠] 0) (𝓝 (inner ℂ (u t0) w')) := by
  refine (overlapCoupling_tendsto hu hw horth 0).congr fun h => ?_
  simp only [overlapCoupling, zero_mul, sub_zero]
```

## When the limit is the derivative coupling

The following equivalence drops `horth` and keeps only differentiability.

```lean
/-- The overlap coupling of two differentiable states tends to `⟨u, w'⟩` exactly when their
overlap `⟨u, w⟩` has zero derivative at `t0`. -/
theorem overlapCoupling_tendsto_iff {u w : ℝ → E} {u' w' : E} {t0 : ℝ}
    (hu : HasDerivAt u u' t0) (hw : HasDerivAt w w' t0) (c : ℝ) :
    Tendsto (fun h : ℝ => overlapCoupling u w (t0 - c * h) h) (𝓝[≠] 0)
      (𝓝 (inner ℂ (u t0) w')) ↔
    HasDerivAt (fun t => (inner ℂ (u t) (w t) : ℂ)) 0 t0 := by
  have hlim := overlapCoupling_tendsto_antisymmetrized hu hw c
  constructor
  · intro h
    -- limits are unique, which forces the two halves of the product rule to cancel
    have e := tendsto_nhds_unique h hlim
    exact (hu.inner ℂ hw).congr_deriv (by linear_combination 2 * e)
  · intro hd
    have e := (hu.inner ℂ hw).unique hd
    have e' : ((inner ℂ (u t0) w' : ℂ) - inner ℂ u' (w t0)) / 2 = inner ℂ (u t0) w' := by
      linear_combination (-1 / 2) * e
    rwa [e'] at hlim
```

In the forward direction the coupling has two limits, the assumed one and the general one. They must coincide, and the resulting equation says that the two terms of the product rule cancel. In the reverse direction the cancellation is given, and the general limit simplifies to $\langle u,w'\rangle$.

If the derivative of the overlap at $t_0$ is not zero, the coupling still converges, but to a different number. The difference follows from the general limit:

$$
\frac{\langle u,w'\rangle-\langle u',w\rangle}{2}-\langle u,w'\rangle=-\frac12\,\frac{d}{dt}\langle u(t),w(t)\rangle\Big|_{t_0}.
$$

It is minus half the rate at which the overlap changes.

## Exchanging the states at finite step

For orthogonal states the derivative coupling is anti-Hermitian: $\langle w,u'\rangle=-\overline{\langle u,w'\rangle}$. The overlap coupling has this symmetry before any limit is taken, and it needs neither orthogonality nor differentiability. Complex conjugation reverses each inner product, so

$$
-\overline{D_{uw}(t,h)}=\frac{\langle w(t),u(t+h)\rangle-\langle w(t+h),u(t)\rangle}{2h}=D_{wu}(t,h).
$$

```lean
/-- At any finite step, exchanging the two states turns the overlap coupling into minus its
complex conjugate. -/
theorem overlapCoupling_swap (u w : ℝ → E) (t h : ℝ) :
    overlapCoupling w u t h = -conj (overlapCoupling u w t h) := by
  simp only [overlapCoupling, map_div₀, map_sub, map_mul, inner_conj_symm,
    Complex.conj_ofReal, map_ofNat]
  ring
```

The proof carries the conjugation through the quotient. `inner_conj_symm` reverses the inner products, and the real step is unchanged. When the inner products are real, the symmetry reduces to a change of sign. A matrix of couplings computed with this formula for several states is therefore anti-Hermitian at every step size, which is the property that conserves the norm when such a matrix drives the amplitudes in continuous time.

## Two rotating states

In a two-level system, take the normalised states

$$
u(t)=\begin{pmatrix}\cos\omega t\\ \sin\omega t\end{pmatrix},\qquad
w(t)=\begin{pmatrix}-\sin\omega t\\ \cos\omega t\end{pmatrix},
$$

which turn together at the constant rate $\omega$. In the file they are called `rotatingA` and `rotatingB`.

```lean
/-- The first state of a two-level system, rotating at the rate `ω`. -/
def rotatingA (ω t : ℝ) : EuclideanSpace ℂ (Fin 2) :=
  !₂[((Real.cos (ω * t) : ℝ) : ℂ), ((Real.sin (ω * t) : ℝ) : ℂ)]

/-- The second state of a two-level system, rotating at the rate `ω`. -/
def rotatingB (ω t : ℝ) : EuclideanSpace ℂ (Fin 2) :=
  !₂[((-Real.sin (ω * t) : ℝ) : ℂ), ((Real.cos (ω * t) : ℝ) : ℂ)]
```

Their overlap at equal times is $-\cos\omega t\sin\omega t+\sin\omega t\cos\omega t=0$. At times separated by $h$, the addition theorems give

$$
\langle u(t),w(t+h)\rangle=-\sin\omega h,\qquad
\langle u(t+h),w(t)\rangle=\sin\omega h .
$$

The coupling is therefore

$$
D_{uw}(t,h)=\frac{-\sin\omega h-\sin\omega h}{2h}=-\frac{\sin\omega h}{h},
$$

whatever the starting time.

```lean
/-- The two rotating states are orthogonal at all times, and their overlap coupling over a step
`h` is `-sin (ω h) / h`. -/
theorem overlapCoupling_rotating (ω t h : ℝ) :
    (inner ℂ (rotatingA ω t) (rotatingB ω t) : ℂ) = 0 ∧
    overlapCoupling (rotatingA ω) (rotatingB ω) t h = ((-(Real.sin (ω * h) / h) : ℝ) : ℂ) := by
  have key : ∀ a b c d : ℝ, (inner ℂ (!₂[(a : ℂ), (b : ℂ)] : EuclideanSpace ℂ (Fin 2))
      (!₂[(c : ℂ), (d : ℂ)] : EuclideanSpace ℂ (Fin 2)) : ℂ) = ((a * c + b * d : ℝ) : ℂ) := by
    intro a b c d
    simp [PiLp.inner_apply, Fin.sum_univ_two]
    ring
  -- both overlaps depend only on the angle turned during the step
  have s1 : Real.cos (ω * t) * -Real.sin (ω * (t + h))
      + Real.sin (ω * t) * Real.cos (ω * (t + h)) = -Real.sin (ω * h) := by
    rw [mul_add, Real.sin_add, Real.cos_add]
    linear_combination (-Real.sin (ω * h)) * Real.sin_sq_add_cos_sq (ω * t)
  have s2 : Real.cos (ω * (t + h)) * -Real.sin (ω * t)
      + Real.sin (ω * (t + h)) * Real.cos (ω * t) = Real.sin (ω * h) := by
    rw [mul_add, Real.sin_add, Real.cos_add]
    linear_combination Real.sin (ω * h) * Real.sin_sq_add_cos_sq (ω * t)
  constructor
  · rw [rotatingA, rotatingB, key, Complex.ofReal_eq_zero]
    ring
  · rw [overlapCoupling, rotatingA, rotatingB, rotatingA, rotatingB, key, key, s1, s2]
    push_cast
    ring

end

end OverlapCoupling
```

The auxiliary statement `key` computes the inner product of two vectors with real components as $ac+bd$. The statements `s1` and `s2` are the two overlaps just found; each expands the sine and cosine of $\omega(t+h)$ and uses $\sin^2\omega t+\cos^2\omega t=1$. Lean sets a quotient with denominator zero to zero, so the stated equality also holds at $h=0$, where it carries no physical content.

Since $w'(t)=-\omega\,u(t)$, the derivative coupling is $\langle u,w'\rangle=-\omega$, which is also the limit of $-\sin(\omega h)/h$ as $h\to0$. At finite step the two can differ greatly. For $\omega>0$ and $h=\pi/\omega$ both states have turned by half a revolution and changed sign, and the overlap coupling is zero. In this model the formula is accurate only when the states turn by a small angle during one step.

```lean
#print axioms OverlapCoupling.forward_overlap_tendsto
-- 'OverlapCoupling.forward_overlap_tendsto' depends on axioms: [propext, Classical.choice, Quot.sound]
#print axioms OverlapCoupling.overlapCoupling_tendsto_iff
-- 'OverlapCoupling.overlapCoupling_tendsto_iff' depends on axioms: [propext, Classical.choice, Quot.sound]
#print axioms OverlapCoupling.overlapCoupling_swap
-- 'OverlapCoupling.overlapCoupling_swap' depends on axioms: [propext, Classical.choice, Quot.sound]
#print axioms OverlapCoupling.overlapCoupling_rotating
-- 'OverlapCoupling.overlapCoupling_rotating' depends on axioms: [propext, Classical.choice, Quot.sound]
```
